# Orthonormal radial states of a hard-walled sphere from the spherical Bessel equation

A particle of mass $M$ moves freely inside a sphere of radius $R$ and cannot leave it. In a stationary state of angular momentum $l$ its radial function is proportional to $j(kr)$, where $j$ is a nonzero solution of the spherical Bessel equation that is regular at the origin. The wall requires $j(kR)=0$, so $k=\alpha/R$ for some positive zero $\alpha$ of $j$, and the energy is $\hbar^2\alpha^2/(2MR^2)$. To normalise the state we need the integral of $r^2 j(\alpha r/R)^2$ over $[0,R]$. The slope of $j$ at its zero determines it:

$$\int_0^R r^2\, j(\alpha r/R)^2\,dr=\frac{R^3}{2}\,j'(\alpha)^2 .$$

```lean
import Mathlib

open Topology

namespace SphericalBox

noncomputable section
```

## The radial equation and the box states

Conditions on the zeros of $j$, and for the normalisation a condition that $j$ is not identically zero, are stated in the theorems that need them. Otherwise we assume only that $j$ is twice continuously differentiable on the whole real line and satisfies

$$x^2j''+2xj'+\bigl(x^2-l(l+1)\bigr)j=0 .$$

```lean
/-- A twice continuously differentiable solution `j` of the spherical Bessel equation
of angular momentum `l` on the real line. -/
structure IsSphericalBessel (l : ℕ) (j : ℝ → ℝ) : Prop where
  smooth : ContDiff ℝ 2 j
  ode : ∀ x, x ^ 2 * deriv (deriv j) x + 2 * x * deriv j x
    + (x ^ 2 - (l : ℝ) * (l + 1)) * j x = 0
```

Here `deriv j` is $j'$ and `deriv (deriv j)` is $j''$. Smoothness at $x=0$ expresses regularity at the centre of the sphere and excludes the solutions that diverge there. The overall scale of $j$ is left free, and even $j=0$ is admitted.

The norm integral needs a primitive of $x^2j^2$. Take

$$P(x)=\tfrac12\bigl[x^3j'^2+x^2jj'+(x^3-l(l+1)x)j^2\bigr].$$

```lean
/-- The combination of `j` and its derivative that, when `j` solves the spherical Bessel equation of
angular momentum `l`, is a primitive of the radial density `x² j(x)²`. -/
def normPrimitive (l : ℕ) (j : ℝ → ℝ) (x : ℝ) : ℝ :=
  (x ^ 3 * deriv j x ^ 2 + x ^ 2 * j x * deriv j x
    + (x ^ 3 - (l : ℝ) * (l + 1) * x) * j x ^ 2) / 2
```

The radial state with its intended normalisation is

$$u_\alpha(r)=\frac{\sqrt{2/R^3}}{j'(\alpha)}\,j(\alpha r/R).$$

```lean
/-- The radial function `j(αr/R)` in a sphere of radius `R`, with prefactor
`√(2/R³)/j'(α)`; meant for `R > 0` and `j'(α) ≠ 0`. -/
def boxState (j : ℝ → ℝ) (α R r : ℝ) : ℝ :=
  Real.sqrt (2 / R ^ 3) / deriv j α * j (α * r / R)
```

## Differentiating the primitive

Since $j$ is twice continuously differentiable, $j'$ and $j''$ exist at every point.

```lean
/-- A twice continuously differentiable function has a first and a second derivative
at every point. -/
theorem hasDerivAt_two {j : ℝ → ℝ} (hj : ContDiff ℝ 2 j) (x : ℝ) :
    HasDerivAt j (deriv j x) x ∧ HasDerivAt (deriv j) (deriv (deriv j) x) x := by
  have h2 : ContDiff ℝ (1 + 1) j := by
    rw [one_add_one_eq_two]
    exact hj
  have h3 := contDiff_succ_iff_deriv.1 h2
  exact ⟨(h3.1 x).hasDerivAt, (h3.2.2.differentiable (by norm_num) x).hasDerivAt⟩
```

Rescaling the argument brings out a factor: $\frac{d}{dr}f(cr/R)=\frac cR f'(cr/R)$.

```lean
/-- Chain rule for a radial function whose argument is rescaled to `c r / R`. -/
theorem hasDerivAt_scaled {f : ℝ → ℝ} {f' c R r : ℝ} (hf : HasDerivAt f f' (c * r / R)) :
    HasDerivAt (fun s => f (c * s / R)) (f' * (c / R)) r := by
  have hi : HasDerivAt (fun s : ℝ => c * s / R) (c / R) r := by
    simpa using ((hasDerivAt_id' r).const_mul c).div_const R
  exact HasDerivAt.comp (h := fun s : ℝ => c * s / R) r hf hi
```

The product rule gives

$$2P'=2x^3j'j''+4x^2j'^2+x^2jj''+2xjj'+2(x^3-l(l+1)x)jj'+(3x^2-l(l+1))j^2 .$$

Multiplying the left side of the radial equation by $2xj'+j$ reproduces every term except $2x^2j^2$. Hence

$$P'=x^2j^2+\bigl(xj'+\tfrac12 j\bigr)\bigl[x^2j''+2xj'+(x^2-l(l+1))j\bigr]=x^2j^2 .$$

```lean
/-- For a solution of the spherical Bessel equation, the derivative of `normPrimitive`
is the radial density `x² j(x)²`. -/
theorem IsSphericalBessel.hasDerivAt_normPrimitive {l : ℕ} {j : ℝ → ℝ}
    (h : IsSphericalBessel l j) (x : ℝ) :
    HasDerivAt (normPrimitive l j) (x ^ 2 * j x ^ 2) x := by
  obtain ⟨h1, h2⟩ := hasDerivAt_two h.smooth x
  have hx := hasDerivAt_id' x
  have e := ((((hx.fun_pow 3).fun_mul (h2.fun_pow 2)).fun_add
    (((hx.fun_pow 2).fun_mul h1).fun_mul h2)).fun_add
    (((hx.fun_pow 3).fun_sub (hx.const_mul ((l : ℝ) * (l + 1)))).fun_mul
      (h1.fun_pow 2))).div_const 2
  refine HasDerivAt.congr_deriv (f := normPrimitive l j) e ?_
  simp only [Nat.reduceSub, Nat.cast_ofNat]
  -- the second derivative is eliminated by the radial equation
  linear_combination (x * deriv j x + j x / 2) * h.ode x
```

The proof turns on the tactic `linear_combination`. First, `HasDerivAt.congr_deriv` separates the calculus from the algebra: the product rule supplies some derivative, and it remains to show that this equals $x^2j^2$. The tactic then subtracts the stated multiple of `h.ode x` from the goal and asks for a polynomial identity, in which $x$, $j(x)$, $j'(x)$ and $j''(x)$ are treated as independent symbols. The multiplier `x * deriv j x + j x / 2` is the factor $xj'+\frac12j$ found by hand. The tactic checks this factor but does not search for it.

## The norm integral

Put $G(r)=(R/\alpha)^3P(\alpha r/R)$. Then

$$G'(r)=\Bigl(\frac R\alpha\Bigr)^3\frac\alpha R\Bigl(\frac{\alpha r}{R}\Bigr)^2j(\alpha r/R)^2=r^2j(\alpha r/R)^2 .$$

Every term of $P(0)$ contains a factor $x=0$. At $\alpha$ the terms containing $j$ vanish, which leaves $P(\alpha)=\alpha^3j'(\alpha)^2/2$. Therefore

$$\int_0^R r^2j(\alpha r/R)^2\,dr=G(R)-G(0)=\Bigl(\frac R\alpha\Bigr)^3\frac{\alpha^3j'(\alpha)^2}{2}=\frac{R^3j'(\alpha)^2}{2}.$$

```lean
/-- Norm integral of a spherical-box state: if `α > 0`, `R > 0` and `j(α) = 0`, the integral of `r²
j(αr/R)²` over `[0, R]` is `R³ j'(α)² / 2`. -/
theorem IsSphericalBessel.box_norm {l : ℕ} {j : ℝ → ℝ} (h : IsSphericalBessel l j)
    {α R : ℝ} (hα : 0 < α) (hR : 0 < R) (h0 : j α = 0) :
    ∫ r in (0 : ℝ)..R, r ^ 2 * j (α * r / R) ^ 2 = R ^ 3 * deriv j α ^ 2 / 2 := by
  have hG : ∀ r, HasDerivAt (fun s => (R / α) ^ 3 * normPrimitive l j (α * s / R))
      (r ^ 2 * j (α * r / R) ^ 2) r := by
    intro r
    refine ((hasDerivAt_scaled (h.hasDerivAt_normPrimitive _)).const_mul _).congr_deriv ?_
    generalize j (α * r / R) = y
    field_simp
  have hc : Continuous fun r : ℝ => r ^ 2 * j (α * r / R) ^ 2 := by
    have := h.smooth.continuous
    fun_prop
  rw [intervalIntegral.integral_eq_sub_of_hasDerivAt (fun r _ => hG r)
    (hc.intervalIntegrable 0 R)]
  -- only the wall term with `j'(α)²` survives
  have e1 : α * R / R = α := mul_div_cancel_right₀ α hR.ne'
  have e0 : α * 0 / R = 0 := by simp
  have e3 : (R / α) ^ 3 * α ^ 3 = R ^ 3 := by
    rw [← mul_pow, div_mul_cancel₀ _ hα.ne']
  simp only [e1, e0, normPrimitive, h0]
  linear_combination (deriv j α ^ 2 / 2) * e3
```

The hypotheses are $\alpha>0$, $R>0$ and $j(\alpha)=0$. In the proof `hG` is the derivative of $G$, `hc` provides the integrability that the fundamental theorem of calculus requires, and the last lines evaluate the two ends.

## Orthogonality of different zeros

Let $\beta\neq\alpha$ be another positive zero, and write $u=j(\alpha r/R)$ and $v=j(\beta r/R)$. The rescaled radial equation is

$$(r^2u')'=\bigl(l(l+1)-\alpha^2r^2/R^2\bigr)u,$$

and likewise for $v$ with $\beta$. For the weighted Wronskian this gives

$$\bigl[r^2(u'v-uv')\bigr]'=(r^2u')'v-u(r^2v')'=\frac{\beta^2-\alpha^2}{R^2}\,r^2uv .$$

The bracket vanishes at $r=0$ because of $r^2$, and at $r=R$ because $u(R)=v(R)=0$. Since $\alpha$ and $\beta$ are positive and different, $\beta^2-\alpha^2\ne0$, so $\int_0^R r^2uv\,dr=0$.

```lean
/-- Box states of the same `l` that belong to different positive zeros of `j` are
orthogonal with the radial weight `r²`. -/
theorem IsSphericalBessel.box_orthogonal {l : ℕ} {j : ℝ → ℝ} (h : IsSphericalBessel l j)
    {α β R : ℝ} (hα : 0 < α) (hβ : 0 < β) (hR : 0 < R) (hαβ : α ≠ β)
    (h0 : j α = 0) (h1 : j β = 0) :
    ∫ r in (0 : ℝ)..R, r ^ 2 * (j (α * r / R) * j (β * r / R)) = 0 := by
  -- derivative of the weighted Wronskian of the two states
  have hW : ∀ r, HasDerivAt (fun s => s ^ 2 *
      (α / R * deriv j (α * s / R) * j (β * s / R)
        - β / R * j (α * s / R) * deriv j (β * s / R)))
      (((β / R) ^ 2 - (α / R) ^ 2) * (r ^ 2 * (j (α * r / R) * j (β * r / R)))) r := by
    intro r
    have hA := hasDerivAt_two h.smooth (α * r / R)
    have hB := hasDerivAt_two h.smooth (β * r / R)
    refine (((hasDerivAt_id' r).fun_pow 2).fun_mul
      ((((hasDerivAt_scaled hA.2).const_mul (α / R)).fun_mul
        (hasDerivAt_scaled hB.1)).fun_sub
      (((hasDerivAt_scaled hA.1).const_mul (β / R)).fun_mul
        (hasDerivAt_scaled hB.2)))).congr_deriv ?_
    simp only [Nat.reduceSub, Nat.cast_ofNat]
    linear_combination j (β * r / R) * h.ode (α * r / R)
      - j (α * r / R) * h.ode (β * r / R)
  have hc : Continuous fun r : ℝ => ((β / R) ^ 2 - (α / R) ^ 2) *
      (r ^ 2 * (j (α * r / R) * j (β * r / R))) := by
    have := h.smooth.continuous
    fun_prop
  have key := intervalIntegral.integral_eq_sub_of_hasDerivAt (fun r _ => hW r)
    (hc.intervalIntegrable 0 R)
  have eα : α * R / R = α := mul_div_cancel_right₀ α hR.ne'
  have eβ : β * R / R = β := mul_div_cancel_right₀ β hR.ne'
  rw [intervalIntegral.integral_const_mul, eα, eβ, h0, h1] at key
  have hne : (β / R) ^ 2 - (α / R) ^ 2 ≠ 0 := by
    intro hz
    have h2 := (pow_left_inj₀ (by positivity) (by positivity) two_ne_zero).1
      (sub_eq_zero.1 hz)
    exact hαβ ((div_left_inj' hR.ne').1 h2).symm
  exact (mul_eq_zero.1 (key.trans (by ring))).resolve_left hne
```

The derivative is `hW`, where the radial equation is used twice, once at each rescaled argument. The final lines divide by the nonzero factor `hne`.

## The slope at the wall

The prefactor of $u_\alpha$ requires $j'(\alpha)\neq0$. Suppose that $j'(\alpha)=0$. Then $P(0)=P(\alpha)=0$, and since $P'=x^2j^2\ge0$, $P$ vanishes throughout $[0,\alpha]$. So $x^2j^2=P'=0$ on $(0,\alpha)$, and $j$ is zero there. A solution that is nonzero somewhere in $(0,\alpha)$ therefore has nonzero slope at $\alpha$.

```lean
/-- If `j` does not vanish identically between the origin and its positive zero `α`, then its slope
at `α` is nonzero. -/
theorem IsSphericalBessel.deriv_ne_zero {l : ℕ} {j : ℝ → ℝ} (h : IsSphericalBessel l j)
    {α : ℝ} (h0 : j α = 0) (hj : ∃ x ∈ Set.Ioo 0 α, j x ≠ 0) : deriv j α ≠ 0 := by
  intro hd
  obtain ⟨x, hx, hjx⟩ := hj
  have mono : Monotone (normPrimitive l j) :=
    monotone_of_deriv_nonneg (fun y => (h.hasDerivAt_normPrimitive y).differentiableAt)
      (fun y => by rw [(h.hasDerivAt_normPrimitive y).deriv]; positivity)
  have p0 : normPrimitive l j 0 = 0 := by simp [normPrimitive]
  have p1 : normPrimitive l j α = 0 := by simp [normPrimitive, h0, hd]
  -- a monotone function with equal end values is constant in between
  have ev : normPrimitive l j =ᶠ[𝓝 x] fun _ => (0 : ℝ) := by
    filter_upwards [Ioo_mem_nhds hx.1 hx.2] with y hy
    have a := mono hy.1.le
    have b := mono hy.2.le
    linarith
  have hz := (h.hasDerivAt_normPrimitive x).unique
    ((hasDerivAt_const x (0 : ℝ)).congr_of_eventuallyEq ev)
  have hp : 0 < x ^ 2 * j x ^ 2 := mul_pos (pow_pos hx.1 2) (by positivity)
  linarith
```

Lean argues at one point $x$ where $j(x)\neq0$: near $x$ the function $P$ is constant, so its derivative there is both zero and positive.

## Orthonormality

For $\alpha=\beta$ the prefactor cancels the norm integral,

$$\frac{2/R^3}{j'(\alpha)^2}\cdot\frac{R^3j'(\alpha)^2}{2}=1,$$

and for $\alpha\ne\beta$ the integral is zero. Thus $\int_0^Rr^2u_\alpha u_\beta\,dr=\delta_{\alpha\beta}$.

```lean
/-- If `R > 0` and `j` is not identically zero on `(0, α)`, the box states of one angular momentum,
labelled by the positive zeros `α` and `β` of `j`, are orthonormal with the radial weight `r²`. -/
theorem IsSphericalBessel.boxState_orthonormal {l : ℕ} {j : ℝ → ℝ}
    (h : IsSphericalBessel l j) {α β R : ℝ} (hα : 0 < α) (hβ : 0 < β) (hR : 0 < R)
    (h0 : j α = 0) (h1 : j β = 0) (hj : ∃ x ∈ Set.Ioo 0 α, j x ≠ 0) :
    ∫ r in (0 : ℝ)..R, r ^ 2 * (boxState j α R r * boxState j β R r)
      = if α = β then 1 else 0 := by
  have e : ∀ r, r ^ 2 * (boxState j α R r * boxState j β R r)
      = (Real.sqrt (2 / R ^ 3) / deriv j α * (Real.sqrt (2 / R ^ 3) / deriv j β))
        * (r ^ 2 * (j (α * r / R) * j (β * r / R))) := by
    intro r
    simp only [boxState]
    ring
  simp only [e, intervalIntegral.integral_const_mul]
  split_ifs with hαβ
  · subst hαβ
    have hd := h.deriv_ne_zero h0 hj
    have hm : ∫ r in (0 : ℝ)..R, r ^ 2 * (j (α * r / R) * j (α * r / R))
        = R ^ 3 * deriv j α ^ 2 / 2 := by
      rw [← h.box_norm hα hR h0]
      simp only [sq]
    have hs : Real.sqrt (2 / R ^ 3) * Real.sqrt (2 / R ^ 3) = 2 / R ^ 3 :=
      Real.mul_self_sqrt (by positivity)
    rw [hm]
    generalize Real.sqrt (2 / R ^ 3) = s at hs ⊢
    have t : s / deriv j α * (s / deriv j α) * (R ^ 3 * deriv j α ^ 2 / 2)
        = s * s * (R ^ 3 / 2) := by
      field_simp
    rw [t, hs]
    field_simp
  · rw [h.box_orthogonal hα hβ hR hαβ h0 h1, mul_zero]
```

The `if` expression is the Kronecker delta, and `split_ifs` separates its two cases. For one non-interacting particle in a hard-walled sphere, these are orthonormal radial functions at fixed $l$, suitable for expanding other radial functions that vanish at the wall. The theorem does not address completeness of the set, the angular factors or walls of finite height.

## The s-wave example

For $l=0$ take $s(x)=\sin x/x$ with $s(0)=1$. The power series of the sine shows that $s$ is smooth at the origin. Differentiating $xs=\sin x$ twice gives

$$s+xs'=\cos x,\qquad 2s'+xs''=-\sin x=-xs .$$

Multiplication by $x$ yields $x^2s''+2xs'+x^2s=0$. Moreover $s(\pi)=0$ and $s(\pi/2)=2/\pi\neq0$.

```lean
/-- The function `sin x / x`, continued by `1` at the origin, solves the equation for
`l = 0`, vanishes at `π`, and is not identically zero on `(0, π)`. -/
theorem sinc_witness : IsSphericalBessel 0 Real.sinc ∧ Real.sinc Real.pi = 0 ∧
    ∃ x ∈ Set.Ioo 0 Real.pi, Real.sinc x ≠ 0 := by
  have hs : ContDiff ℝ 2 Real.sinc := by
    refine contDiff_iff_contDiffAt.2 fun x => ?_
    by_cases hx : x = 0
    · -- at the origin the difference quotient of the sine is analytic
      subst hx
      have ha : AnalyticAt ℝ Real.sin 0 := Real.analyticAt_sin
      obtain ⟨p, hp⟩ := ha
      rw [Real.sinc_eq_dslope]
      exact hp.has_fpower_series_dslope_fslope.analyticAt.contDiffAt
    · have ev : Real.sinc =ᶠ[𝓝 x] fun y => Real.sin y / y := by
        filter_upwards [isOpen_ne.mem_nhds hx] with y hy
        exact Real.sinc_of_ne_zero hy
      exact (Real.contDiff_sin.contDiffAt.div contDiffAt_id hx).congr_of_eventuallyEq ev
  have hmul : ∀ y, y * Real.sinc y = Real.sin y := by
    intro y
    by_cases hy : y = 0
    · simp [hy]
    · rw [Real.sinc_of_ne_zero hy]
      field_simp
  -- differentiate `x sinc x = sin x` twice
  have hd : ∀ y, Real.sinc y + y * deriv Real.sinc y = Real.cos y := by
    intro y
    have a := (hasDerivAt_id' y).fun_mul (hasDerivAt_two hs y).1
    have b : (fun y => y * Real.sinc y) = Real.sin := funext hmul
    rw [b] at a
    linarith [a.unique (Real.hasDerivAt_sin y)]
  refine ⟨⟨hs, fun x => ?_⟩, ?_, Real.pi / 2, ⟨by positivity, ?_⟩, ?_⟩
  · have a := (hasDerivAt_two hs x).1.fun_add
      ((hasDerivAt_id' x).fun_mul (hasDerivAt_two hs x).2)
    have b : (fun y => Real.sinc y + y * deriv Real.sinc y) = Real.cos := funext hd
    rw [b] at a
    have c := a.unique (Real.hasDerivAt_cos x)
    simp only [Nat.cast_zero]
    linear_combination x * c + x * hmul x
  · rw [Real.sinc_of_ne_zero Real.pi_ne_zero, Real.sin_pi, zero_div]
  · linarith [Real.pi_pos]
  · rw [Real.sinc_of_ne_zero (by positivity), Real.sin_pi_div_two]
    positivity

end

end SphericalBox
```

Mathlib's `Real.sinc` is this $s$. The example meets all the conditions on $j$ for $l=0$ with $\alpha=\pi$; for $l\ge1$ the solution $j$ remains a hypothesis.

```lean
#print axioms SphericalBox.IsSphericalBessel.boxState_orthonormal
```

```
'SphericalBox.IsSphericalBessel.boxState_orthonormal' depends on axioms: [propext, Classical.choice, Quot.sound]
```
